# Subtracting the free-electron density gives a convergent Hilbert tail when the remainder decays as $1/\sqrt{x}$

An impurity calculation often needs the real part of a local (diagonal) Green function at an energy $E$, while what is at hand is the matching local density of states $n(x)$ on an energy grid. The Hilbert transform connects the two by integrating $n(x)/(x-E)$ over all energies $x$. In three dimensions the free-electron density grows like $\sqrt{x}$, so the high-energy part of this integral has no finite value. Does subtracting the free density cure this, and how large is the tail that remains?

## A bound of $4A/\sqrt{C}$ on the subtracted tail

Let $C>0$ be the energy where the tail begins, and let $E\le C/2$. Energies are measured from the bottom of the free band, and the density is scaled so that the free one is $\sqrt{x}$. Let $D$ be a measurable subtracted density with $|D(x)|\le A/\sqrt{x}$ for $x\ge C$. Then

$$\int_C^X \frac{\sqrt{x}}{x-E}\,dx \to +\infty \quad (X\to\infty),\qquad
\left|\int_C^\infty \frac{D(x)}{x-E}\,dx\right|\le \frac{4A}{\sqrt{C}},$$

and the second integral converges absolutely.

The decay condition is assumed. It says that the relative change of the density falls at least as fast as $1/x$. A constant potential shift $V$ is the simplest example: for $x\ge C\ge V$,

$$|\sqrt{x-V}-\sqrt{x}|=\frac{|V|}{\sqrt{x-V}+\sqrt{x}}\le\frac{|V|}{\sqrt{x}},$$

so $A=|V|$ will do.

## Truncating the energy grid

A code that builds a Green function from a tabulated density stops at some finite energy $X$. If the density approaches $\sqrt{x}$ with a remainder as above, the result without the subtraction grows beyond every bound as $X$ increases. With the subtraction, for real $E\le C/2$ and a remainder obeying the decay condition, stopping at $X\ge C$ costs at most $4A/\sqrt{X}$.

This bound falls slowly: one more decimal digit takes a cutoff a hundred times higher. If the leading coefficient of $D$ is known, adding its tail analytically can be cheaper than extending the grid.

## Comparison with $x^{-3/2}$ and with $1/x$

**Subtracted density.** Suppose $E\le\theta C$ with $0\le\theta<1$. For $x\ge C$ we have $\theta C\le\theta x$, hence $x-E\ge(1-\theta)x>0$ and

$$\left|\frac{D(x)}{x-E}\right|\le\frac{A}{1-\theta}\,\frac{1}{x\sqrt{x}}.$$

Since

$$\int_C^\infty x^{-3/2}\,dx=\left[-2x^{-1/2}\right]_C^\infty=\frac{2}{\sqrt{C}},$$

the integral of the modulus is at most $2A/((1-\theta)\sqrt{C})$. Setting $\theta=1/2$ gives $4A/\sqrt{C}$.

**Free density.** Here $E<C$ is enough. For $x\ge C$, $|E|\le(|E|/C)\,x$, so $0<x-E\le(1+|E|/C)\,x$. Also $\sqrt{x}\ge\sqrt{C}$. Therefore

$$\int_C^X\frac{\sqrt{x}}{x-E}\,dx\ge\frac{\sqrt{C}}{1+|E|/C}\,\ln\frac{X}{C}\to\infty .$$

**Cutoff.** The part left out beyond $X\ge C$ is itself a subtracted tail starting at $X$. Since $E\le C/2\le X/2$, the same bound applies with $C$ replaced by $X$.

**Full density.** If $|n(x)-\sqrt{x}|\le A/\sqrt{x}$ for $x\ge C$, write $n=\sqrt{x}+(n-\sqrt{x})$. The first part diverges and the second converges, so the tail of $n$ diverges.

**The case $E=0$.** For $D(x)=A/\sqrt{x}$ the integrand is exactly $A/(x\sqrt{x})$, and the tail equals $2A/\sqrt{C}$. For $A\ge0$ this attains the general bound at $\theta=0$. Started at $X$, the same tail is $2A/\sqrt{X}$, so the slow decay of the truncation error really occurs.

## The Lean file

```lean
import Mathlib

open MeasureTheory Filter Set

namespace SubtractedHilbertTail

noncomputable section

/-- The Hilbert integral of a density `n` at energy `E`, taken from `C` up to the cutoff `X`. -/
def cutoffTail (n : ℝ → ℝ) (E C X : ℝ) : ℝ := ∫ x in C..X, n x / (x - E)

/-- The Hilbert integral of a density `D` at energy `E` over all energies above `C`. -/
def hilbertTail (D : ℝ → ℝ) (E C : ℝ) : ℝ := ∫ x in Ioi C, D x / (x - E)

/-- The envelope `1/(x√x)` is integrable above `C > 0`, with integral `2/√C`. -/
theorem envelope_integral {C : ℝ} (hC : 0 < C) :
    IntegrableOn (fun x : ℝ => 1 / (x * √x)) (Ioi C) ∧
      ∫ x in Ioi C, 1 / (x * √x) = 2 / √C := by
  have heq : EqOn (fun x : ℝ => x ^ (-3 / 2 : ℝ)) (fun x => 1 / (x * √x)) (Ioi C) := by
    intro x hx
    have hx0 : 0 < x := hC.trans hx
    have hs : 0 < √x := Real.sqrt_pos.2 hx0
    show x ^ (-3 / 2 : ℝ) = 1 / (x * √x)
    rw [show (-3 / 2 : ℝ) = -(1 / 2) - 1 by norm_num, Real.rpow_sub_one hx0.ne',
      Real.rpow_neg hx0.le, ← Real.sqrt_eq_rpow]
    field_simp
  constructor
  · exact (integrableOn_Ioi_rpow_of_lt (by norm_num) hC).congr_fun heq measurableSet_Ioi
  · have h := setIntegral_congr_fun (μ := volume) measurableSet_Ioi heq
    refine h.symm.trans ?_
    rw [integral_Ioi_rpow_of_lt (by norm_num) hC,
      show (-3 / 2 + 1 : ℝ) = -(1 / 2) by norm_num, Real.rpow_neg hC.le,
      ← Real.sqrt_eq_rpow]
    ring

/-- If `E ≤ θC` with `0 ≤ θ < 1`, a density value bounded by `A/√x` at `x ≥ C` gives a
Hilbert integrand bounded by `A/(1-θ)` times the envelope. -/
theorem kernel_bound {C E A θ x d : ℝ} (hC : 0 < C) (h0 : 0 ≤ θ) (h1 : θ < 1)
    (hE : E ≤ θ * C) (hx : C ≤ x) (hd : |d| ≤ A / √x) :
    |d / (x - E)| ≤ A / (1 - θ) * (1 / (x * √x)) := by
  have hx0 : 0 < x := hC.trans_le hx
  have hs : 0 < √x := Real.sqrt_pos.2 hx0
  have ht : 0 < 1 - θ := sub_pos.2 h1
  -- the energy denominator grows at least like (1 - θ) x
  have hgap : (1 - θ) * x ≤ x - E := by
    nlinarith [mul_le_mul_of_nonneg_left hx h0]
  have hp : 0 < (1 - θ) * x := mul_pos ht hx0
  rw [abs_div, abs_of_pos (hp.trans_le hgap)]
  calc |d| / (x - E) ≤ (A / √x) / ((1 - θ) * x) :=
        div_le_div₀ ((abs_nonneg _).trans hd) hd hp hgap
    _ = A / (1 - θ) * (1 / (x * √x)) := by field_simp

/-- For `C > 0`, `E ≤ θC` with `0 ≤ θ < 1`, and a measurable density `D` bounded by `A/√x` at all `x
≥ C`, the Hilbert tail of `D` converges absolutely, and the integral of its modulus is at most
`2A/((1-θ)√C)`. -/
theorem subtracted_tail_general {C E A θ : ℝ} {D : ℝ → ℝ} (hC : 0 < C) (h0 : 0 ≤ θ)
    (h1 : θ < 1) (hE : E ≤ θ * C) (hm : Measurable D)
    (hD : ∀ x, C ≤ x → |D x| ≤ A / √x) :
    IntegrableOn (fun x => D x / (x - E)) (Ioi C) ∧
      ∫ x in Ioi C, |D x / (x - E)| ≤ 2 * A / ((1 - θ) * √C) := by
  obtain ⟨henv, hval⟩ := envelope_integral hC
  have hg : Integrable (fun x : ℝ => A / (1 - θ) * (1 / (x * √x)))
      (volume.restrict (Ioi C)) := Integrable.const_mul henv _
  have hb : ∀ x ∈ Ioi C, |D x / (x - E)| ≤ A / (1 - θ) * (1 / (x * √x)) :=
    fun x hx => kernel_bound hC h0 h1 hE (le_of_lt hx) (hD x (le_of_lt hx))
  have hmeas : Measurable (fun x => D x / (x - E)) := by fun_prop
  have hi : Integrable (fun x => D x / (x - E)) (volume.restrict (Ioi C)) :=
    Integrable.mono' hg hmeas.aestronglyMeasurable
      ((ae_restrict_iff' measurableSet_Ioi).2 (ae_of_all _ hb))
  refine ⟨hi, (setIntegral_mono_on hi.abs hg measurableSet_Ioi hb).trans (le_of_eq ?_)⟩
  rw [integral_const_mul, hval, div_mul_div_comm, mul_comm A 2]

/-- The free-electron integrand `√x/(x-E)` is integrable between `C` and any finite cutoff
when `E < C`. -/
theorem free_integrable {C E X : ℝ} (hE : E < C) (hX : C ≤ X) :
    IntervalIntegrable (fun x => √x / (x - E)) volume C X := by
  apply ContinuousOn.intervalIntegrable_of_Icc hX
  exact Real.continuous_sqrt.continuousOn.div (continuousOn_id.sub continuousOn_const)
    (fun x hx => (sub_pos.2 (hE.trans_le hx.1)).ne')

/-- For `C > 0` and `E < C`, the Hilbert integral of the free-electron density `√x` from `C` up to a
cutoff tends to `+∞` as the cutoff grows. -/
theorem free_tail_diverges {C E : ℝ} (hC : 0 < C) (hE : E < C) :
    Tendsto (cutoffTail Real.sqrt E C) atTop atTop := by
  have hs : 0 < √C := Real.sqrt_pos.2 hC
  have hlow : Tendsto (fun X => √C / (1 + |E| / C) * Real.log (X / C)) atTop atTop :=
    (Real.tendsto_log_atTop.comp (tendsto_id.atTop_div_const hC)).const_mul_atTop
      (by positivity)
  -- compare with a logarithmically divergent integral
  refine tendsto_atTop_mono' atTop ?_ hlow
  filter_upwards [eventually_ge_atTop C] with X hX
  rw [← integral_inv_of_pos hC (hC.trans_le hX), ← intervalIntegral.integral_const_mul]
  unfold cutoffTail
  refine intervalIntegral.integral_mono_on hX ?_ (free_integrable hE hX) ?_
  · apply ContinuousOn.intervalIntegrable_of_Icc hX
    exact continuousOn_const.mul
      (continuousOn_id.inv₀ (fun x hx => (hC.trans_le hx.1).ne'))
  · intro x hx
    show √C / (1 + |E| / C) * x⁻¹ ≤ √x / (x - E)
    have hk : |E| ≤ |E| / C * x := by
      rw [div_mul_eq_mul_div, le_div_iff₀ hC]
      exact mul_le_mul_of_nonneg_left hx.1 (abs_nonneg E)
    rw [← div_eq_mul_inv, div_div]
    exact div_le_div₀ (Real.sqrt_nonneg x) (Real.sqrt_le_sqrt hx.1)
      (sub_pos.2 (hE.trans_le hx.1)) (by nlinarith [neg_abs_le E])

/-- For `E ≤ C/2` the free-electron Hilbert tail diverges, while the tail of a subtracted density
bounded by `A/√x` converges absolutely and has modulus at most `4A/√C`. -/
theorem subtraction_regularizes {C E A : ℝ} {D : ℝ → ℝ} (hC : 0 < C) (hE : E ≤ C / 2)
    (hm : Measurable D) (hD : ∀ x, C ≤ x → |D x| ≤ A / √x) :
    Tendsto (cutoffTail Real.sqrt E C) atTop atTop ∧
      IntegrableOn (fun x => D x / (x - E)) (Ioi C) ∧
      |hilbertTail D E C| ≤ 4 * A / √C := by
  obtain ⟨hi, hb⟩ := subtracted_tail_general (E := E) (θ := 1 / 2) hC (by norm_num) (by norm_num)
    (by linarith) hm hD
  refine ⟨free_tail_diverges hC (by linarith), hi, ?_⟩
  have h : |hilbertTail D E C| ≤ ∫ x in Ioi C, |D x / (x - E)| := by
    simpa only [hilbertTail, Real.norm_eq_abs] using
      norm_integral_le_integral_norm (μ := volume.restrict (Ioi C)) (fun x => D x / (x - E))
  exact (h.trans hb).trans (le_of_eq (by ring))

/-- For `C > 0`, `E ≤ C/2` and a measurable density `D` bounded by `A/√x` at all `x ≥ C`, stopping
the Hilbert integral of `D` above `C` at a cutoff `X ≥ C` changes it by at most `4A/√X`. -/
theorem cutoff_error {C E A X : ℝ} {D : ℝ → ℝ} (hC : 0 < C) (hE : E ≤ C / 2)
    (hm : Measurable D) (hD : ∀ x, C ≤ x → |D x| ≤ A / √x) (hX : C ≤ X) :
    |hilbertTail D E C - cutoffTail D E C X| ≤ 4 * A / √X := by
  have hi := (subtraction_regularizes hC hE hm hD).2.1
  obtain ⟨-, hiX, hb⟩ := subtraction_regularizes (E := E) (hC.trans_le hX) (by linarith) hm
    (fun x hx => hD x (hX.trans hx))
  have hsplit := setIntegral_union (Set.Ioc_disjoint_Ioi le_rfl) measurableSet_Ioi
    (hi.mono_set Ioc_subset_Ioi_self) hiX
  rw [Ioc_union_Ioi_eq_Ioi hX, ← intervalIntegral.integral_of_le hX] at hsplit
  have h : hilbertTail D E C = cutoffTail D E C X + hilbertTail D E X := hsplit
  rw [h, add_sub_cancel_left]
  exact hb

/-- For `C > 0` and `E ≤ C/2`, a measurable density that differs from `√x` by at most `A/√x` at all
`x ≥ C` has a Hilbert integral from `C` that tends to `+∞` with the cutoff. -/
theorem full_tail_diverges {C E A : ℝ} {n : ℝ → ℝ} (hC : 0 < C) (hE : E ≤ C / 2)
    (hm : Measurable n) (hn : ∀ x, C ≤ x → |n x - √x| ≤ A / √x) :
    Tendsto (cutoffTail n E C) atTop atTop := by
  have hmD : Measurable (fun x => n x - √x) := hm.sub Real.continuous_sqrt.measurable
  obtain ⟨hfree, hi, -⟩ := subtraction_regularizes hC hE hmD hn
  -- a divergent free part plus a convergent correction
  refine (hfree.atTop_add (intervalIntegral_tendsto_integral_Ioi C hi tendsto_id)).congr' ?_
  filter_upwards [eventually_ge_atTop C] with X hX
  have hiX : IntervalIntegrable (fun x => (n x - √x) / (x - E)) volume C X :=
    (intervalIntegrable_iff_integrableOn_Ioc_of_le hX).2 (hi.mono_set Ioc_subset_Ioi_self)
  refine (intervalIntegral.integral_add (free_integrable (by linarith) hX) hiX).symm.trans ?_
  refine intervalIntegral.integral_congr fun x _ => ?_
  show √x / (x - E) + (n x - √x) / (x - E) = n x / (x - E)
  ring

/-- At `E = 0` the density `A/√x` has Hilbert tail exactly `2A/√C`. -/
theorem tail_at_zero_energy {C : ℝ} (A : ℝ) (hC : 0 < C) :
    hilbertTail (fun x => A / √x) 0 C = 2 * A / √C := by
  have h : hilbertTail (fun x => A / √x) 0 C = ∫ x in Ioi C, A * (1 / (x * √x)) := by
    unfold hilbertTail
    refine integral_congr_ae (ae_of_all _ fun x => ?_)
    show A / √x / (x - 0) = A * (1 / (x * √x))
    rw [sub_zero]
    ring
  rw [h, integral_const_mul, (envelope_integral hC).2]
  ring

end

end SubtractedHilbertTail
```

```lean
#print axioms SubtractedHilbertTail.subtraction_regularizes
-- 'SubtractedHilbertTail.subtraction_regularizes' depends on axioms: [propext, Classical.choice, Quot.sound]
#print axioms SubtractedHilbertTail.cutoff_error
-- 'SubtractedHilbertTail.cutoff_error' depends on axioms: [propext, Classical.choice, Quot.sound]
#print axioms SubtractedHilbertTail.full_tail_diverges
-- 'SubtractedHilbertTail.full_tail_diverges' depends on axioms: [propext, Classical.choice, Quot.sound]
#print axioms SubtractedHilbertTail.tail_at_zero_energy
-- 'SubtractedHilbertTail.tail_at_zero_energy' depends on axioms: [propext, Classical.choice, Quot.sound]
```

## From the estimates to the Lean theorems

`cutoffTail n E C X` is the integral from $C$ to a finite $X$, and `hilbertTail D E C` is the integral over $x>C$. Both use the kernel $1/(x-E)$; a Green function written with $1/(E-x)$ has the opposite sign.

The main theorem, `subtraction_regularizes`, has three conclusions. `Tendsto ... atTop atTop` says that the free integral exceeds every bound as $X$ grows. `IntegrableOn` is absolute convergence. The last is the bound on the modulus. The second gives the third its meaning, because Lean assigns the value zero to the integral of a function that is not absolutely integrable. The theorem assumes $C>0$ and a measurable $D$, which its docstring does not repeat; `kernel_bound` and `tail_at_zero_energy` also assume $C>0$.

The lemmas follow the derivation:

- `envelope_integral` evaluates the integral of $x^{-3/2}$, and `kernel_bound` proves the pointwise estimate, with `nlinarith` supplying $x-E\ge(1-\theta)x$.
- `subtracted_tail_general` combines them: `Integrable.mono'` gives convergence by domination, and `setIntegral_mono_on` compares the integrals. The main theorem then takes $\theta=1/2$ and uses that the modulus of an integral is at most the integral of the modulus.
- `free_tail_diverges` compares with the logarithm through `tendsto_atTop_mono'`; `free_integrable` supplies integrability up to each finite cutoff.
- `cutoff_error` splits the half-line at $X$ and applies the main theorem beyond it.
- `full_tail_diverges` adds the convergent correction to the divergent free part, and `tail_at_zero_energy` computes the exact case.

## Real energies below the tail, exact integrals

The guarantee covers every real $E\le C/2$, negative energies included, and every measurable $D$ that meets the decay condition. Whether the density in a given code meets it, and with what $A$, has to be settled separately.

The theorems concern only the part of the integral above $C$. The principal value near $x=E$, when $E$ lies in the band, belongs to the part below $C$ and needs its own treatment, as do complex energies. The integrals are exact, so quadrature and rounding errors come on top of the truncation bound. If more than the change from the free Green function is wanted, the free contribution has to be added back by a separate prescription; the bound does not supply one.
